# The dimension of a product of two binary linear codes is the product of their dimensions

Take two classical binary codes, the kernels of check matrices `M` and `N` over the two-element field, with all index sets finite. The theorem concerns the space `S` of two-dimensional binary arrays whose every column is a codeword of `M` and whose every row is a codeword of `N`, and says that its dimension is dim ker `M` times dim ker `N`. Nothing is assumed about the ranks of the matrices, and no quantum state enters the statement. The proof picks a basis of ker `M` and builds a linear map `Φ` that takes one word of ker `N` for each basis word and sums the products into an array. It shows that `Φ` is injective with range `S`, then counts dimensions.

This version doesn't compile in Lean 4 with Mathlib:

```lean
import Mathlib

open Matrix Module
open scoped Kronecker

namespace HypergraphProductCode

local notation "𝔽₂" => ZMod 2

variable {m n p q : Type*} [Fintype m] [Fintype n] [Fintype p] [Fintype q]

/-- The classical binary code with check matrix `M`: all words `v` with `M v = 0`. -/
abbrev codewords (M : Matrix m n 𝔽₂) : Submodule 𝔽₂ (n → 𝔽₂) :=
  LinearMap.ker M.mulVecLin

/-- The dimension of the kernel of `M` over the two-element field. -/
noncomputable def kerDim (M : Matrix m n 𝔽₂) : ℕ := finrank 𝔽₂ (codewords M)

/-- Two-dimensional arrays whose columns lie in the code of `M` and whose rows lie in the
code of `N` form a space of dimension `dim ker M * dim ker N`. -/
theorem finrank_product_code {r s : Type*} [Fintype r] [Fintype s]
    (M : Matrix r m 𝔽₂) (N : Matrix s q 𝔽₂) (S : Submodule 𝔽₂ (m × q → 𝔽₂))
    (hS : ∀ y, y ∈ S ↔ (∀ j, M *ᵥ (fun i => y (i, j)) = 0) ∧
      ∀ i, N *ᵥ (fun j => y (i, j)) = 0) :
    finrank 𝔽₂ S = kerDim M * kerDim N := by
  let b := Module.finBasis 𝔽₂ (codewords M)
  have key : ∀ (v : Fin (finrank 𝔽₂ (codewords M)) → 𝔽₂) (i : m),
      ((∑ a, v a • b a : codewords M) : m → 𝔽₂) i = ∑ a, v a * (b a).1 i := by
    intro v i
    simp
  -- one word of the row code for each basis word of the column code
  let Φ : (Fin (finrank 𝔽₂ (codewords M)) → codewords N) →ₗ[𝔽₂] (m × q → 𝔽₂) :=
    { toFun := fun Z x => ∑ a, (Z a).1 x.2 * (b a).1 x.1
      map_add' := by
        intro Z W
        funext x
        simp [add_mul, Finset.sum_add_distrib]
      map_smul' := by
        intro c Z
        funext x
        simp [Finset.mul_sum, mul_assoc] }
  have hinj : Function.Injective Φ := by
    rw [injective_iff_map_eq_zero]
    intro Z hZ
    funext a
    apply Subtype.ext
    funext j
    have h : ∑ a, (Z a).1 j • b a = 0 := by
      apply Subtype.ext
      funext i
      exact (key (fun a => (Z a).1 j) i).trans (congrFun hZ (i, j))
    exact Fintype.linearIndependent_iff.mp b.linearIndependent (fun a => (Z a).1 j) h a
  have hrange : LinearMap.range Φ = S := by
    ext y
    rw [hS]
    constructor
    · rintro ⟨Z, rfl⟩
      constructor
      · intro j
        have h : (fun i => Φ Z (i, j)) =
            ((∑ a, (Z a).1 j • b a : codewords M) : m → 𝔽₂) := by
          funext i
          exact (key (fun a => (Z a).1 j) i).symm
        rw [h]
        exact LinearMap.mem_ker.mp (Subtype.property _)
      · intro i
        have h : (fun j => Φ Z (i, j)) =
            ((∑ a, (b a).1 i • Z a : codewords N) : q → 𝔽₂) := by
          funext j
          simp [Φ, mul_comm]
        rw [h]
        exact LinearMap.mem_ker.mp (Subtype.property _)
    · rintro ⟨h1, h2⟩
      -- expand every column in the basis; the coefficients satisfy the row checks
      let c : q → codewords M := fun j => ⟨fun i => y (i, j), LinearMap.mem_ker.mpr (h1 j)⟩
      have hc : ∀ k, ∑ j, N k j • c j = 0 := by
        intro k
        apply Subtype.ext
        funext i
        have h := congrFun (h2 i) k
        simpa [c, Matrix.mulVec, dotProduct] using h
      refine ⟨fun a => ⟨fun j => b.coord a (c j), ?_⟩, ?_⟩
      · rw [LinearMap.mem_ker]
        funext k
        have h := congrArg (b.coord a) (hc k)
        simp only [map_sum, map_smul, smul_eq_mul, map_zero] at h
        exact h
      · funext x
        exact (key (fun a => b.repr (c x.2) a) x.1).symm.trans
          (congrArg (fun v : codewords M => v.1 x.1) (b.sum_repr (c x.2)))
  rw [← hrange, LinearMap.finrank_range_of_inj hinj, Module.finrank_pi_fintype,
    Finset.sum_const, Finset.card_univ, Fintype.card_fin, smul_eq_mul]
  rfl

end HypergraphProductCode
```

Messages:

```
Main.lean:65:14: error: typeclass instance problem is stuck
  Module ?m.400 ?m.402

Note: Lean will not try to resolve this typeclass instance problem because the first, second, third, and fourth type arguments to `Module` are metavariables. These arguments must be fully determined before Lean will try to resolve the typeclass.

Hint: Adding type annotations and supplying implicit arguments to functions can give Lean more information for typeclass resolution. For example, if you have a variable `x` that you intend to be a `Nat`, but Lean reports it as having an unresolved type like `?m`, replacing `x` with `(x : Nat)` can get typeclass resolution un-stuck.
Main.lean:72:8: error: Type mismatch
  LinearMap.mem_ker.mp (Subtype.property ?m.472)
has type
  ?m.466 ↑?m.472 = 0
but is expected to have type
  N *ᵥ ↑(∑ a, ↑(b a) i • Z a) = 0
```

Cause. Both errors come from showing that the arrays made by `Φ` satisfy the checks. After `rw [h]` the goal has the form `N *ᵥ ↑(∑ …) = 0`, or the same with `M`, where the sum is a codeword and so lies in the kernel. But `LinearMap.mem_ker.mp (Subtype.property _)` proves an equation of the form `f x = 0` for a linear map `f`, and here neither `f` nor the codeword is given. The goal shows a matrix-vector product, not the map `mulVecLin`, and Lean does not recover the map from it. In the first case the types stay unknown and the search for a `Module` instance is stuck; in the second the unresolved equation does not match the goal.

The repair names both missing pieces. Each `hm` states the equation with `M.mulVecLin` or `N.mulVecLin` applied to the explicit sum, and proves it by `.2`, the sum's own proof of membership in the kernel, which is by definition that equation. Then `exact hm` closes the goal, since `mulVecLin` applied to a vector is by definition the product `*ᵥ`.

The repair, with which the file compiles:

```diff
@@ -63,5 +63,7 @@
           exact (key (fun a => (Z a).1 j) i).symm
         rw [h]
-        exact LinearMap.mem_ker.mp (Subtype.property _)
+        have hm : M.mulVecLin (∑ a, (Z a).1 j • b a : codewords M).1 = 0 :=
+          (∑ a, (Z a).1 j • b a : codewords M).2
+        exact hm
       · intro i
         have h : (fun j => Φ Z (i, j)) =
@@ -70,5 +72,7 @@
           simp [Φ, mul_comm]
         rw [h]
-        exact LinearMap.mem_ker.mp (Subtype.property _)
+        have hm : N.mulVecLin (∑ a, (b a).1 i • Z a : codewords N).1 = 0 :=
+          (∑ a, (b a).1 i • Z a : codewords N).2
+        exact hm
     · rintro ⟨h1, h2⟩
       -- expand every column in the basis; the coefficients satisfy the row checks
```
